# The double commutator [X, [H, X]] for two levels coupled by a real position element

The theorem `two_level_double_comm` concerns a two-level system with energies 0 and Δ, whose position operator X has zero diagonal elements and the real number d in both off-diagonal places. It states that the double commutator [X, [H, X]] is the diagonal matrix with entries 2Δd² and −2Δd², for any real Δ and d, zero and negative values included. The proof compares the matrices entry by entry, writing each element of the double commutator as a sum over the two intermediate levels by means of the earlier lemma `double_comm_apply`. It then splits into the four entries and leaves each to `simp` followed by `ring`.

The first attempt, which Lean rejects:

```lean
import Mathlib

open Matrix

namespace TwoLevelDoubleComm

noncomputable section

variable {ι : Type*} [Fintype ι] [DecidableEq ι]

/-- The Hamiltonian with real energy levels `E`, written in its own eigenbasis. -/
def levelHamiltonian (E : ι → ℝ) : Matrix ι ι ℂ :=
  Matrix.diagonal (fun i => (E i : ℂ))

/-- The commutator `[A, B] = AB - BA` of two matrices. -/
def comm (A B : Matrix ι ι ℂ) : Matrix ι ι ℂ := A * B - B * A

/-- Each matrix element of `[H, X]` is the element of `X` times the difference of the two
energies. -/
theorem comm_level_apply (E : ι → ℝ) (X : Matrix ι ι ℂ) (a b : ι) :
    comm (levelHamiltonian E) X a b = ((E a : ℂ) - E b) * X a b := by
  rw [comm, levelHamiltonian, Matrix.sub_apply, Matrix.diagonal_mul, Matrix.mul_diagonal]
  ring

/-- Every matrix element of the double commutator `[X, [H, X]]` is a sum over intermediate
levels, for an arbitrary matrix `X`. -/
theorem double_comm_apply (E : ι → ℝ) (X : Matrix ι ι ℂ) (a b : ι) :
    comm X (comm (levelHamiltonian E) X) a b
      = ∑ m, (2 * (E m : ℂ) - E a - E b) * (X a m * X m b) := by
  rw [comm, Matrix.sub_apply, Matrix.mul_apply, Matrix.mul_apply, ← Finset.sum_sub_distrib]
  refine Finset.sum_congr rfl fun m _ => ?_
  rw [comm_level_apply, comm_level_apply]
  ring

/-- For two levels with energies `0` and `Δ`, coupled by a real position element `d`, the double
commutator is diagonal with entries `2Δd²` and `-2Δd²`. -/
theorem two_level_double_comm (Δ d : ℝ) :
    comm !![0, (d : ℂ); (d : ℂ), 0]
        (comm (levelHamiltonian ![0, Δ]) !![0, (d : ℂ); (d : ℂ), 0])
      = !![2 * (Δ : ℂ) * (d : ℂ) ^ 2, 0; 0, -(2 * (Δ : ℂ) * (d : ℂ) ^ 2)] := by
  ext i j
  rw [double_comm_apply, Fin.sum_univ_two]
  fin_cases i <;> fin_cases j <;> simp <;> ring

end

end TwoLevelDoubleComm
```

Messages:

```
Try this:
  [apply] ring_nf
  
  The `ring` tactic failed to close the goal. Use `ring_nf` to obtain a normal form.
    
  Note that `ring` works primarily in *commutative* rings. If you have a noncommutative ring, abelian group or module, consider using `noncomm_ring`, `abel` or `module` instead.
Main.lean:40:77: error: unsolved goals
case «0».«0»
Δ d : ℝ
⊢ True ∨ Δ = 0
```

The change, after which it compiles:

```diff
@@ -41,5 +41,5 @@
   ext i j
   rw [double_comm_apply, Fin.sum_univ_two]
-  fin_cases i <;> fin_cases j <;> simp <;> ring
+  fin_cases i <;> fin_cases j <;> simp [-mul_eq_mul_left_iff] <;> ring
 
 end
```

Cause. The error is in the upper-left entry, where the two sides differ only in that one has `d * d` and the other `d ^ 2`, each multiplied by 2Δ. `ring` could have proved that equation, but `simp` reached it first. Its lemma `mul_eq_mul_left_iff` turns an equation between products with a common left factor into a disjunction: either the remaining factors are equal, or the common factor is zero. Here that gives the equality of the two squares, or Δ = 0.

`ring` proves equations, not disjunctions, so it failed to close the goal and fell back on `ring_nf`, as the "Try this" message indicates. That reduced the equality of squares to `True` but left the disjunction standing, hence the unsolved goal `True ∨ Δ = 0`, which is true but unproved.

The repair, `simp [-mul_eq_mul_left_iff]`, withholds that lemma from `simp`. The entry then stays an equation, and `ring` closes it.
